# Orbital Zeeman levels of a p shell truncated to px and py depend only on the z component of the field

An atom with one electron in a p shell sits in a magnetic field strong enough that spin-orbit coupling can be neglected beside the Zeeman energy, as in the Paschen-Back regime. The orbital part of that energy splits the shell into three levels, and since a free atom has no preferred axis, the splitting depends on the strength of the field and not on its direction. Now suppose that the calculation keeps px and py in its active space and leaves pz out. What happens to the levels when the field is turned?

## Full and truncated levels from two determinants

Measure angular momentum in units of $\hbar$ and magnetic moments in Bohr magnetons, so that the orbital Zeeman operator for a field $B=(B_x,B_y,B_z)$ is $B\cdot L$. The claim is that on the full p shell its eigenvalues are $0$ and $\pm\|B\|$, where $\|B\|$ is the length of $B$, while its compression to the span of px and py has eigenvalues $\pm B_z$.

The real p orbitals are proportional to the coordinates times a radial function. Applying $L=-i\,\mathbf r\times\nabla$ to them gives

$$L_xp_y=ip_z,\quad L_xp_z=-ip_y,\quad L_yp_z=ip_x,\quad L_yp_x=-ip_z,\quad L_zp_x=ip_y,\quad L_zp_y=-ip_x,$$

and $L_xp_x=L_yp_y=L_zp_z=0$. The commutation relations follow by acting on each orbital. For example,

$$[L_x,L_y]\,p_x=L_x(-ip_z)-0=-p_y=iL_z\,p_x,$$
$$[L_x,L_y]\,p_y=0-L_y(ip_z)=p_x=iL_z\,p_y,$$

and both sides annihilate $p_z$. The other two relations follow by cyclic permutation. Likewise $L^2p_x=0+p_x+p_x=2p_x$, and the same holds for the other orbitals, so the operator $L^2$ is twice the identity. This is the value $L(L+1)$ for $L=1$, where $L$ now denotes the quantum number.

In the order px, py, pz the Zeeman operator is

$$B\cdot L=\begin{pmatrix}0&-iB_z&iB_y\\ iB_z&0&-iB_x\\ -iB_y&iB_x&0\end{pmatrix}.$$

A number $x$ is an eigenvalue exactly when $\det(x-B\cdot L)=0$. Expanding along the first row,

$$\begin{aligned}\det(x-B\cdot L)&=x(x^2-B_x^2)-iB_z(-iB_zx+B_xB_y)-iB_y(-B_xB_z-iB_yx)\\&=x^3-x(B_x^2+B_y^2+B_z^2)=x(x-\|B\|)(x+\|B\|).\end{aligned}$$

The two terms in $B_xB_yB_z$ cancel, and only the length of $B$ survives.

For the truncated problem, let $V$ be the $3\times2$ matrix whose columns are px and py. The compressed operator is the upper left block,

$$V^\dagger(B\cdot L)V=\begin{pmatrix}0&-iB_z\\ iB_z&0\end{pmatrix},\qquad \det(x-V^\dagger(B\cdot L)V)=x^2-B_z^2=(x-B_z)(x+B_z).$$

The components $B_x$ and $B_y$ have disappeared because $L_x$ and $L_y$ connect px and py only to pz.

The largest level is $\|B\|$ in the full shell and $|B_z|$ in the truncated one. Two fields therefore have the same full levels exactly when their strengths agree, and the same truncated levels exactly when their values of $|B_z|$ agree. Given a nonzero $B$ with $B_z=0$, a field of equal strength along z has different truncated levels. Given $B_z\neq0$, a field of equal strength along x does. If $B$ is nonzero and lies in the xy plane, the compressed matrix is zero, although the full shell still has the distinct levels $\pm\|B\|$.

## The matrices and the field in Lean

```lean
import Mathlib

open Matrix
open Complex (I)

namespace PShellZeeman

noncomputable section
```

The three components of $L$ are entered as explicit complex matrices. Rows and columns 0, 1, 2 stand for px, py, pz, and each column lists the image of one orbital under the rules above.

```lean
/-- The x component of orbital angular momentum in the basis px, py, pz, in units of ħ. -/
def Lx : Matrix (Fin 3) (Fin 3) ℂ := !![0, 0, 0; 0, 0, -I; 0, I, 0]

/-- The y component of orbital angular momentum in the basis px, py, pz, in units of ħ. -/
def Ly : Matrix (Fin 3) (Fin 3) ℂ := !![0, 0, I; 0, 0, 0; -I, 0, 0]

/-- The z component of orbital angular momentum in the basis px, py, pz, in units of ħ. -/
def Lz : Matrix (Fin 3) (Fin 3) ℂ := !![0, -I, 0; I, 0, 0; 0, 0, 0]
```

The field is a vector in `EuclideanSpace ℝ (Fin 3)`, whose norm is the ordinary Euclidean length. Its components `B 0`, `B 1` and `B 2` are $B_x$, $B_y$ and $B_z$, converted to complex numbers before they multiply the matrices.

```lean
/-- The orbital Zeeman operator B·L on the full p shell. -/
def zeeman (B : EuclideanSpace ℝ (Fin 3)) : Matrix (Fin 3) (Fin 3) ℂ :=
  ((B 0 : ℝ) : ℂ) • Lx + ((B 1 : ℝ) : ℂ) • Ly + ((B 2 : ℝ) : ℂ) • Lz
```

The active space is given by its two orthonormal columns, and the compression is $V^\dagger(B\cdot L)V$, with `ᴴ` for the conjugate transpose.

```lean
/-- The active space without pz: its two columns are the orbitals px and py. -/
def pxpy : Matrix (Fin 3) (Fin 2) ℂ := !![1, 0; 0, 1; 0, 0]

/-- The compression of B·L to the span of px and py. -/
def activeZeeman (B : EuclideanSpace ℝ (Fin 3)) : Matrix (Fin 2) (Fin 2) ℂ :=
  pxpyᴴ * zeeman B * pxpy
```

This is a one-electron model of a single shell. It has no spin, spin-orbit coupling, diamagnetic term or electron repulsion, and pz is simply deleted: no effective operator carries its influence back into the px, py space.

A level is an eigenvalue with a nonzero eigenvector. The candidate `x` may be any complex number, so the reality of the levels is a result and not an assumption.

```lean
/-- The number x is a level of H if H has a nonzero eigenvector with eigenvalue x. -/
def IsLevel {n : ℕ} (H : Matrix (Fin n) (Fin n) ℂ) (x : ℂ) : Prop :=
  ∃ v : Fin n → ℂ, v ≠ 0 ∧ H *ᵥ v = x • v
```

## Angular momentum algebra and the determinant criterion

The next theorem confirms that the matrices represent angular momentum with $L=1$. The tactics `ext` and `fin_cases` reduce each matrix identity to its nine entries, which are then evaluated. Later proofs do not use this theorem; it justifies the physical reading of the definitions.

```lean
/-- The three matrices obey the angular momentum commutation relations, and L² = 2,
which is L(L+1) for L = 1. -/
theorem angular_momentum_one :
    Lx * Ly - Ly * Lx = I • Lz ∧ Ly * Lz - Lz * Ly = I • Lx ∧
    Lz * Lx - Lx * Lz = I • Ly ∧
    Lx * Lx + Ly * Ly + Lz * Lz = (2 : ℂ) • (1 : Matrix (Fin 3) (Fin 3) ℂ) := by
  refine ⟨?_, ?_, ?_, ?_⟩ <;> ext i j <;> fin_cases i <;> fin_cases j <;>
    simp [Lx, Ly, Lz] <;> norm_num
```

The passage from eigenvectors to determinants is proved for square matrices of any finite size. The auxiliary statement `key` says that $(x-H)v=xv-Hv$. Mathlib's `Matrix.exists_mulVec_eq_zero_iff` says that a matrix annihilates some nonzero vector exactly when its determinant is zero. The two directions of the proof translate between $Hv=xv$ and $(x-H)v=0$.

```lean
/-- The levels of H are the zeros of the characteristic determinant det(x - H). -/
theorem isLevel_iff_det {n : ℕ} (H : Matrix (Fin n) (Fin n) ℂ) (x : ℂ) :
    IsLevel H x ↔ (x • (1 : Matrix (Fin n) (Fin n) ℂ) - H).det = 0 := by
  have key : ∀ v : Fin n → ℂ,
      (x • (1 : Matrix (Fin n) (Fin n) ℂ) - H) *ᵥ v = x • v - H *ᵥ v := by
    intro v
    simp [Matrix.sub_mulVec, Matrix.smul_mulVec]
  rw [← Matrix.exists_mulVec_eq_zero_iff]
  constructor
  · rintro ⟨v, hv, h⟩
    exact ⟨v, hv, by rw [key, h, sub_self]⟩
  · rintro ⟨v, hv, h⟩
    rw [key] at h
    exact ⟨v, hv, (sub_eq_zero.1 h).symm⟩
```

## The full shell

The theorem `det_zeeman` is the three-by-three determinant above. Within it, `hN` writes $\|B\|^2$ as the sum of the squared components, and `hM` displays the matrix $x-B\cdot L$. The formula `Matrix.det_fin_three` expands the determinant into six products, and `change` restates them with the entries filled in.

```lean
/-- On the full p shell the characteristic determinant of B·L is x(x - ‖B‖)(x + ‖B‖). -/
theorem det_zeeman (B : EuclideanSpace ℝ (Fin 3)) (x : ℂ) :
    (x • (1 : Matrix (Fin 3) (Fin 3) ℂ) - zeeman B).det
      = x * (x - (‖B‖ : ℂ)) * (x + (‖B‖ : ℂ)) := by
  have hN : (‖B‖ : ℂ) ^ 2
      = ((B 0 : ℝ) : ℂ) ^ 2 + ((B 1 : ℝ) : ℂ) ^ 2 + ((B 2 : ℝ) : ℂ) ^ 2 := by
    have h : ‖B‖ ^ 2 = B 0 ^ 2 + B 1 ^ 2 + B 2 ^ 2 := by
      simp only [EuclideanSpace.norm_sq_eq, Fin.sum_univ_three, Real.norm_eq_abs, sq_abs]
    exact_mod_cast h
  have hM : x • (1 : Matrix (Fin 3) (Fin 3) ℂ) - zeeman B =
      !![x, (B 2 : ℂ) * I, -((B 1 : ℂ) * I);
         -((B 2 : ℂ) * I), x, (B 0 : ℂ) * I;
         (B 1 : ℂ) * I, -((B 0 : ℂ) * I), x] := by
    ext i j
    fin_cases i <;> fin_cases j <;> simp [zeeman, Lx, Ly, Lz]
  rw [hM, Matrix.det_fin_three]
  -- read off the entries, then use I² = -1 and the length of B
  change x * x * x - x * ((B 0 : ℂ) * I) * (-((B 0 : ℂ) * I))
    - ((B 2 : ℂ) * I) * (-((B 2 : ℂ) * I)) * x
    + ((B 2 : ℂ) * I) * ((B 0 : ℂ) * I) * ((B 1 : ℂ) * I)
    + (-((B 1 : ℂ) * I)) * (-((B 2 : ℂ) * I)) * (-((B 0 : ℂ) * I))
    - (-((B 1 : ℂ) * I)) * x * ((B 1 : ℂ) * I) = _
  linear_combination
    x * ((B 0 : ℂ) ^ 2 + (B 1 : ℂ) ^ 2 + (B 2 : ℂ) ^ 2) * Complex.I_sq + x * hN
```

The last step uses `linear_combination`, which proves an equation from known equations multiplied by chosen coefficients. Write $S=B_x^2+B_y^2+B_z^2$. With $i^2$ left unevaluated, the left side minus the right side of the goal is

$$xS\,i^2+x\|B\|^2.$$

The known equations are `Complex.I_sq`, which is $i^2=-1$, and `hN`, which is $\|B\|^2=S$. Taking $xS$ times the first and $x$ times the second, again as left side minus right side, gives

$$xS(i^2+1)+x(\|B\|^2-S)=xS\,i^2+x\|B\|^2.$$

The two expressions agree as polynomials, and that agreement is what the tactic verifies, treating $i$ and $\|B\|$ as plain symbols. The coefficients supplied in the code thus record where the calculation uses the imaginary unit and where it uses the length of the field.

Setting each factor of the determinant to zero gives the levels.

```lean
/-- The levels of B·L on the full p shell are 0, ‖B‖ and -‖B‖. -/
theorem full_levels (B : EuclideanSpace ℝ (Fin 3)) (x : ℂ) :
    IsLevel (zeeman B) x ↔ x = 0 ∨ x = (‖B‖ : ℂ) ∨ x = -(‖B‖ : ℂ) := by
  rw [isLevel_iff_det, det_zeeman, mul_eq_zero, mul_eq_zero, sub_eq_zero,
    add_eq_zero_iff_eq_neg, or_assoc]
```

The statement describes the set of levels. Multiplicities can be read from the determinant: for a nonzero field there are three simple roots, and for $B=0$ they merge into a triple root at zero.

## The space of px and py

The compressed matrix is computed entry by entry, and only `B 2` remains.

```lean
/-- In the basis px, py the compressed Zeeman operator contains only the field
component B_z. -/
theorem activeZeeman_eq (B : EuclideanSpace ℝ (Fin 3)) :
    activeZeeman B = !![0, -((B 2 : ℂ) * I); (B 2 : ℂ) * I, 0] := by
  ext i j
  fin_cases i <;> fin_cases j <;>
    simp [activeZeeman, pxpy, zeeman, Lx, Ly, Lz, Matrix.mul_apply, Fin.sum_univ_three]
```

The levels follow by the same route as before, now with a two-by-two determinant. Here `linear_combination` needs only $i^2=-1$, with coefficient $B_z^2$.

```lean
/-- The levels of B·L compressed to the span of px and py are B_z and -B_z. -/
theorem active_levels (B : EuclideanSpace ℝ (Fin 3)) (x : ℂ) :
    IsLevel (activeZeeman B) x ↔ x = (B 2 : ℂ) ∨ x = -(B 2 : ℂ) := by
  have hM : x • (1 : Matrix (Fin 2) (Fin 2) ℂ) - activeZeeman B =
      !![x, (B 2 : ℂ) * I; -((B 2 : ℂ) * I), x] := by
    rw [activeZeeman_eq]
    ext i j
    fin_cases i <;> fin_cases j <;> simp
  have hdet : (x • (1 : Matrix (Fin 2) (Fin 2) ℂ) - activeZeeman B).det
      = (x - (B 2 : ℂ)) * (x + (B 2 : ℂ)) := by
    rw [hM, Matrix.det_fin_two]
    change x * x - ((B 2 : ℂ) * I) * (-((B 2 : ℂ) * I)) = _
    linear_combination (B 2 : ℂ) ^ 2 * Complex.I_sq
  rw [isLevel_iff_det, hdet, mul_eq_zero, sub_eq_zero, add_eq_zero_iff_eq_neg]
```

In a calculation, this compression is the transformation of the angular momentum matrices to the active orbitals, $C^\dagger L_kC$ for $k=x,y,z$, where the columns of $C$ hold the orbital coefficients. With px and py as the active orbitals, the transformed $L_x$ and $L_y$ are zero matrices, so a Zeeman operator built from the transformed matrices contains $L_z$ alone. Three fields of strength 5 show the effect:

| Field $(B_x,B_y,B_z)$ | Full p shell | px and py only |
|---|---|---|
| $(0,0,5)$ | $-5,\ 0,\ 5$ | $-5,\ 5$ |
| $(3,0,4)$ | $-5,\ 0,\ 5$ | $-4,\ 4$ |
| $(5,0,0)$ | $-5,\ 0,\ 5$ | $0,\ 0$ |

If the field makes an angle $\theta$ with the z axis, the truncated levels are $\pm\|B\|\cos\theta$. A scan over the angle would show an anisotropy that comes entirely from the choice of orbitals.

## Turning the field

The direction-independence of the full shell is stated as an equivalence: two fields have the same levels exactly when they have the same norm.

```lean
/-- Two fields give the same levels on the full p shell exactly when they have the same
strength. -/
theorem full_levels_eq_iff (B B' : EuclideanSpace ℝ (Fin 3)) :
    (∀ x, IsLevel (zeeman B) x ↔ IsLevel (zeeman B') x) ↔ ‖B‖ = ‖B'‖ := by
  simp only [full_levels]
  constructor
  · intro h
    have h1 : ‖B‖ = 0 ∨ ‖B‖ = ‖B'‖ ∨ ‖B‖ = -‖B'‖ := by
      exact_mod_cast (h (‖B‖ : ℂ)).1 (Or.inr (Or.inl rfl))
    have h2 : ‖B'‖ = 0 ∨ ‖B'‖ = ‖B‖ ∨ ‖B'‖ = -‖B‖ := by
      exact_mod_cast (h (‖B'‖ : ℂ)).2 (Or.inr (Or.inl rfl))
    have p1 := norm_nonneg B
    have p2 := norm_nonneg B'
    rcases h1 with h1 | h1 | h1 <;> rcases h2 with h2 | h2 | h2 <;> linarith
  · intro h x
    rw [h]
```

For the forward direction, the proof observes that $\|B\|$ must be a level for $B'$ and $\|B'\|$ a level for $B$. Each observation leaves three possibilities, and since norms are nonnegative, `linarith` obtains $\|B\|=\|B'\|$ in all nine combinations. This replaces the comparison of largest levels in the derivation above.

For the truncated space, the corresponding quantity is $|B_z|$.

```lean
/-- Two fields give the same levels in the space of px and py exactly when their
z components agree up to sign. -/
theorem active_levels_eq_iff (B B' : EuclideanSpace ℝ (Fin 3)) :
    (∀ x, IsLevel (activeZeeman B) x ↔ IsLevel (activeZeeman B') x) ↔ |B 2| = |B' 2| := by
  simp only [active_levels]
  rw [abs_eq_abs]
  constructor
  · intro h
    exact_mod_cast (h (B 2 : ℂ)).1 (Or.inl rfl)
  · rintro (h | h) x
    · rw [h]
    · rw [h, Complex.ofReal_neg, neg_neg, or_comm]
```

Here one observation is enough: $B_z$ must be a level for $B'$, so it equals $B'_z$ or $-B'_z$. In the converse direction, a change of sign merely exchanges the two levels.

The loss of rotational invariance can now be stated for every nonzero field.

```lean
/-- Rotational invariance is lost without pz: for every nonzero field there is another of
the same strength with different levels in the space of px and py. -/
theorem rotational_invariance_lost (B : EuclideanSpace ℝ (Fin 3)) (hB : B ≠ 0) :
    ∃ B' : EuclideanSpace ℝ (Fin 3), ‖B'‖ = ‖B‖ ∧
      ¬ ∀ x, IsLevel (activeZeeman B) x ↔ IsLevel (activeZeeman B') x := by
  by_cases hz : B 2 = 0
  · -- an in-plane field is compared with one along z
    refine ⟨EuclideanSpace.single 2 ‖B‖, by simp, ?_⟩
    rw [active_levels_eq_iff]
    intro h
    have h0 : ‖B‖ = 0 := by simpa [hz] using h.symm
    exact hB (norm_eq_zero.1 h0)
  · -- any other field is compared with one along x
    refine ⟨EuclideanSpace.single 0 ‖B‖, by simp, ?_⟩
    rw [active_levels_eq_iff]
    intro h
    exact hz (by simpa using h)
```

The theorem speaks of fields of equal strength. In three dimensions any two such fields are related by a rotation, which gives the statement its physical meaning. The two cases of the proof are those of the derivation, with `EuclideanSpace.single 2 ‖B‖` as the field along z and `EuclideanSpace.single 0 ‖B‖` as the field along x. A zero field has to be excluded, since no other field shares its strength. Invariance under rotations about the z axis survives, because they leave $B_z$ unchanged.

The final theorem treats a nonzero field in the xy plane, described by `hz : B 2 = 0` and `hB : B ≠ 0`.

```lean
/-- For a nonzero field in the xy plane the Zeeman operator compressed to px and py
vanishes, while the full p shell has the two distinct levels ‖B‖ and -‖B‖. -/
theorem in_plane_splitting_lost (B : EuclideanSpace ℝ (Fin 3)) (hz : B 2 = 0) (hB : B ≠ 0) :
    activeZeeman B = 0 ∧ IsLevel (zeeman B) (‖B‖ : ℂ) ∧
      IsLevel (zeeman B) (-(‖B‖ : ℂ)) ∧ (‖B‖ : ℂ) ≠ -(‖B‖ : ℂ) := by
  refine ⟨?_, (full_levels B _).2 (Or.inr (Or.inl rfl)),
    (full_levels B _).2 (Or.inr (Or.inr rfl)), ?_⟩
  · rw [activeZeeman_eq, hz]
    ext i j
    fin_cases i <;> fin_cases j <;> simp
  · intro h
    have h' : ‖B‖ = -‖B‖ := by exact_mod_cast h
    have hpos := norm_pos_iff.2 hB
    linarith

end

end PShellZeeman
```

The first part says that the compressed operator itself is zero, so no orbital splitting remains in the active space. The other parts say that $\|B\|$ and $-\|B\|$ are levels of the full shell and that they differ. Only this last point uses `hB`: if the two were equal, the norm would be zero.

For electronic-structure work, this non-interacting, single-shell model shows how an active space that is not closed under rotations can make a computed Zeeman splitting depend on the orientation of the field, even to the point of removing it.

```lean
#print axioms PShellZeeman.activeZeeman_eq
#print axioms PShellZeeman.full_levels_eq_iff
#print axioms PShellZeeman.rotational_invariance_lost
#print axioms PShellZeeman.in_plane_splitting_lost
```

```
'PShellZeeman.activeZeeman_eq' depends on axioms: [propext, Classical.choice, Quot.sound]
'PShellZeeman.full_levels_eq_iff' depends on axioms: [propext, Classical.choice, Quot.sound]
'PShellZeeman.rotational_invariance_lost' depends on axioms: [propext, Classical.choice, Quot.sound]
'PShellZeeman.in_plane_splitting_lost' depends on axioms: [propext, Classical.choice, Quot.sound]
```
